# The sum of a continuous even function over n real orthonormal orbitals is maximal for at least 2ⁿ n! orbital matrices

**A:** Localisation methods such as Boys and Pipek–Mezey rotate a set of orthonormal orbitals among themselves to make a chosen function f, summed over the orbitals, as large as possible. If f is a continuous even function of an orbital's n real coefficients, the maximum is attained, and at no fewer than 2ⁿ n! distinct orthogonal matrices. So for n ≥ 1 orbitals that maximise the sum exist, but the matrix that holds them is never unique.

**Q:** What is the matrix, physically?

**A:** Take n real orthonormal reference orbitals φ_i, for instance the occupied orbitals of a closed-shell SCF calculation. The new orbitals are

ψ_j = ∑_i φ_i U_ij,

so column j of U holds the coefficients of ψ_j. Orthonormality is UᵀU = 1.

```lean
import Mathlib

open Matrix

namespace LocalisedOrbitals

local notation "Mat(" n ")" => Matrix (Fin n) (Fin n) ℝ

variable {n : ℕ}

/-- The real orthogonal `n × n` matrices; their columns are orthonormal orbitals. -/
def orthogonalSet (n : ℕ) : Set Mat(n) := {U | Uᵀ * U = 1}
```

**Q:** And the function f? Boys and Pipek–Mezey use quite different ones.

**A:** Both fit. The functional is F(U) = ∑_j f(u_j), where u_j is column j and the same f serves every orbital. For Boys, f(x) = ∑_a (xᵀR_a x)², with R_a the matrix of position component a in the reference orbitals. This f is the squared distance of the orbital's centre from the origin, which by itself says nothing about compactness. But the sum of ⟨r²⟩ over the orbitals is the same for every U, so a larger F means a smaller total spread ∑_j (⟨r²⟩_j − |⟨r⟩_j|²). Pipek–Mezey has the same form, with one atomic population matrix per atom in place of the R_a. Either f is a homogeneous polynomial of degree 4, hence continuous and even. Evenness says that ψ and −ψ contribute equally to F. The one step left to you is this identification of f with a criterion built from actual integrals; in Lean f is arbitrary.

```lean
/-- The localisation functional: the sum of `f` over the columns (orbitals) of `U`. -/
def locFunctional (f : (Fin n → ℝ) → ℝ) (U : Mat(n)) : ℝ := ∑ j, f (fun i => U i j)
```

**Q:** Does "maximal" mean what an optimiser converges to?

**A:** No, it means the global maximum. `maximisers f` contains the orthogonal U whose value no orthogonal V exceeds. An iteration may stop at a local maximum or a saddle point, about which nothing is claimed.

```lean
/-- The orthogonal matrices at which the localisation functional is maximal. -/
def maximisers (f : (Fin n → ℝ) → ℝ) : Set Mat(n) :=
  {U | U ∈ orthogonalSet n ∧ ∀ V ∈ orthogonalSet n, locFunctional f V ≤ locFunctional f U}
```

**Q:** Where does the number 2ⁿ n! come from?

**A:** From reordering the orbitals by a permutation π and giving each a sign s_j = ±1:

U'_ij = s_j U_i,π(j).

In Lean the pair (π, s) is the single letter `p`, with `p.1` for π and `p.2` for s. The type `ℤˣ` contains just 1 and −1.

```lean
/-- Reorder the orbitals by a permutation and give each of them a sign. -/
def relabel (U : Mat(n)) (p : Equiv.Perm (Fin n) × (Fin n → ℤˣ)) : Mat(n) :=
  Matrix.of fun i j => ((p.2 j : ℤ) : ℝ) * U i (p.1 j)
```

**Q:** Start with existence, then. Why is there a maximum at all?

**A:** Written in entries, UᵀU = 1 reads

∑_i U_ij U_ik = δ_jk.

With j = k, a sum of squares equals 1, so each |U_ij| ≤ 1. The two lemmas say this; the second bounds one square by the whole sum.

```lean
/-- The columns of an orthogonal matrix are orthonormal. -/
theorem column_inner {U : Mat(n)} (hU : U ∈ orthogonalSet n) (j k : Fin n) :
    ∑ i, U i j * U i k = if j = k then 1 else 0 := by
  have hU' : Uᵀ * U = 1 := hU
  have h := congrArg (fun M : Mat(n) => M j k) hU'
  simpa only [Matrix.mul_apply, Matrix.transpose_apply, Matrix.one_apply] using h

/-- No entry of an orthogonal matrix exceeds one in modulus. -/
theorem entry_abs_le_one {U : Mat(n)} (hU : U ∈ orthogonalSet n) (i j : Fin n) :
    |U i j| ≤ 1 := by
  have h : U i j * U i j ≤ ∑ k, U k j * U k j :=
    Finset.single_le_sum (f := fun k => U k j * U k j)
      (fun k _ => mul_self_nonneg (U k j)) (Finset.mem_univ i)
  rw [column_inner hU j j, if_pos rfl] at h
  exact abs_le.2 ⟨by nlinarith, by nlinarith⟩
```

**Q:** Does relabelling respect both the constraint and the functional?

**A:** Yes. The overlaps become

∑_i U'_ij U'_ik = s_j s_k δ_π(j),π(k) = δ_jk,

because π is injective and s_j² = 1. Evenness removes the signs from F, and reordering a finite sum removes π:

F(U') = ∑_j f(s_j u_π(j)) = ∑_j f(u_π(j)) = F(U).

The Lean proofs split on s_j = 1 or −1, and `Equiv.sum_comp` does the reordering.

```lean
/-- Reordering orthonormal orbitals and changing their signs keeps them orthonormal. -/
theorem relabel_mem {U : Mat(n)} (hU : U ∈ orthogonalSet n)
    (p : Equiv.Perm (Fin n) × (Fin n → ℤˣ)) : relabel U p ∈ orthogonalSet n := by
  change (relabel U p)ᵀ * relabel U p = 1
  ext j k
  have e : ((relabel U p)ᵀ * relabel U p) j k =
      ((p.2 j : ℤ) : ℝ) * ((p.2 k : ℤ) : ℝ) * ∑ i, U i (p.1 j) * U i (p.1 k) := by
    rw [Matrix.mul_apply, Finset.mul_sum]
    refine Finset.sum_congr rfl fun i _ => ?_
    simp only [Matrix.transpose_apply, relabel, Matrix.of_apply]
    ring
  rw [e, column_inner hU, Matrix.one_apply]
  by_cases hjk : j = k
  · subst hjk
    rcases Int.units_eq_one_or (p.2 j) with hs | hs <;> simp [hs]
  · simp [hjk]

/-- For even `f` the localisation functional ignores the order and the signs of the orbitals. -/
theorem locFunctional_relabel {f : (Fin n → ℝ) → ℝ} (heven : ∀ x, f (-x) = f x)
    (U : Mat(n)) (p : Equiv.Perm (Fin n) × (Fin n → ℤˣ)) :
    locFunctional f (relabel U p) = locFunctional f U := by
  have h : ∀ j, f (fun i => relabel U p i j) = f (fun i => U i (p.1 j)) := by
    intro j
    rcases Int.units_eq_one_or (p.2 j) with hs | hs
    · congr 1
      funext i
      simp [relabel, hs]
    · rw [← heven (fun i => U i (p.1 j))]
      congr 1
      funext i
      simp [relabel, hs]
  unfold locFunctional
  rw [Finset.sum_congr rfl fun j _ => h j]
  exact Equiv.sum_comp p.1 (fun j => f (fun i => U i j))
```

**Q:** Could two relabellings give the same matrix? Then you would be overcounting.

**A:** Suppose (π, s) and (ρ, t) do, so that s_j U_i,π(j) = t_j U_i,ρ(j). Multiply by U_i,π(j) and sum over i:

s_j = t_j δ_π(j),ρ(j).

The left side is ±1, so π(j) = ρ(j) and s_j = t_j. There are n! permutations and 2ⁿ sign choices. In the code this overlap equation is `e`, and injectivity turns the count of pairs into a count of matrices.

```lean
/-- The reorderings and sign changes of one orthogonal matrix are `2 ^ n * n!` distinct
matrices. -/
theorem encard_range_relabel {U : Mat(n)} (hU : U ∈ orthogonalSet n) :
    (Set.range (relabel U)).encard = ((2 ^ n * n.factorial : ℕ) : ℕ∞) := by
  have hinj : Function.Injective (relabel U) := by
    intro p q hpq
    have key : ∀ j, p.1 j = q.1 j ∧ p.2 j = q.2 j := by
      intro j
      -- overlap of the two j-th columns with column `p.1 j` of `U`
      have e : ((p.2 j : ℤ) : ℝ) * ∑ i, U i (p.1 j) * U i (p.1 j) =
          ((q.2 j : ℤ) : ℝ) * ∑ i, U i (p.1 j) * U i (q.1 j) := by
        rw [Finset.mul_sum, Finset.mul_sum]
        refine Finset.sum_congr rfl fun i _ => ?_
        have hi := congrArg (fun M : Mat(n) => M i j) hpq
        simp only [relabel, Matrix.of_apply] at hi
        linear_combination U i (p.1 j) * hi
      rw [column_inner hU (p.1 j) (p.1 j), column_inner hU (p.1 j) (q.1 j),
        if_pos rfl] at e
      by_cases h : p.1 j = q.1 j
      · rw [if_pos h, mul_one, mul_one] at e
        exact ⟨h, Units.ext (Int.cast_injective (α := ℝ) e)⟩
      · rw [if_neg h, mul_zero, mul_one] at e
        exfalso
        rcases Int.units_eq_one_or (p.2 j) with hs | hs <;> simp [hs] at e
    exact Prod.ext (Equiv.ext fun j => (key j).1) (funext fun j => (key j).2)
  rw [← Set.image_univ, hinj.encard_image, Set.encard_univ, ENat.card_eq_coe_fintype_card,
    Fintype.card_prod, Fintype.card_perm, Fintype.card_fun, Fintype.card_units_int,
    Fintype.card_fin, mul_comm]
```

**Q:** Does this overlap appear in an actual calculation?

**A:** Yes, when two localisation runs at one geometry return the same orbitals in different order and with different signs. With coefficient matrices C and C' and atomic-orbital overlap S, the matrix CᵀSC' then has a single ±1 in each row and column and zeros elsewhere. The positions give the permutation and the values give the signs, so the two sets can be aligned orbital by orbital.

**Q:** You still owe me the maximum.

**A:** The entries lie in a cube with sides [−1, 1], which is compact. The condition UᵀU = 1 is an equation between continuous functions, so it defines a closed subset, and a closed subset of a compact set is compact.

```lean
/-- The orthogonal matrices form a compact set. -/
theorem isCompact_orthogonalSet : IsCompact (orthogonalSet n) := by
  have hK : IsCompact (Set.pi Set.univ fun _ : Fin n =>
      Set.pi Set.univ fun _ : Fin n => Set.Icc (-1 : ℝ) 1) :=
    isCompact_univ_pi fun _ => isCompact_univ_pi fun _ => isCompact_Icc
  have hc : Continuous (fun g : Fin n → Fin n → ℝ => (Matrix.of g : Mat(n))) :=
    continuous_matrix fun i j => by
      simp only [Matrix.of_apply]
      fun_prop
  have hclosed : IsClosed (orthogonalSet n) :=
    isClosed_eq (Continuous.matrix_mul (Continuous.matrix_transpose continuous_id)
      continuous_id) continuous_const
  refine (hK.image hc).of_isClosed_subset hclosed fun U hU => ?_
  exact ⟨fun i j => U i j, fun i _ j _ => abs_le.1 (entry_abs_le_one hU i j), rfl⟩
```

A continuous F on this non-empty compact set has a maximiser U. All relabellings of U are orthogonal with the same F, so they are maximisers too. The theorem states both conclusions: the set of maximisers is non-empty, and its size is at least 2ⁿ n!. The size is `encard`, which may be infinite: f(x) = ∑_i x_i² gives F = n at every orthogonal matrix, and for n ≥ 2 there are infinitely many of those.

```lean
/-- For continuous even `f` the localisation functional attains its maximum over the orthogonal
matrices, and does so at no fewer than `2 ^ n * n!` distinct matrices. -/
theorem localised_orbitals_exist_not_unique (f : (Fin n → ℝ) → ℝ) (hf : Continuous f)
    (heven : ∀ x, f (-x) = f x) :
    (maximisers f).Nonempty ∧
      ((2 ^ n * n.factorial : ℕ) : ℕ∞) ≤ (maximisers f).encard := by
  have hF : Continuous (locFunctional f) :=
    continuous_finsetSum _ fun j _ =>
      hf.comp (continuous_pi fun i => continuous_id.matrix_elem i j)
  have hne : (orthogonalSet n).Nonempty := ⟨1, by simp [orthogonalSet]⟩
  obtain ⟨U, hU, hmax⟩ := isCompact_orthogonalSet.exists_isMaxOn hne hF.continuousOn
  refine ⟨⟨U, hU, fun V hV => hmax hV⟩, ?_⟩
  -- every relabelling of one maximiser is again a maximiser
  rw [← encard_range_relabel hU]
  refine Set.encard_le_encard ?_
  rintro _ ⟨p, rfl⟩
  refine ⟨relabel_mem hU p, fun V hV => ?_⟩
  rw [locFunctional_relabel heven]
  exact hmax hV
```

**Q:** Could a better argument raise the bound?

**A:** Not for all f at once. Take f(x) = max_i |x_i|. This is what `‖x‖` means for `Fin n → ℝ`; it is not the Euclidean norm. It serves as an example rather than a customary localisation criterion. Every column has f ≤ 1, and the identity gives F = n, so at a maximum each column has an entry ±1. Normalisation makes the rest of the column zero. Two columns cannot have their ±1 in the same row, since their overlap would be ±1. Hence U is a relabelling of the identity, and there are exactly 2ⁿ n! of those.

In the proof, `hex` finds the row σ(j) of the large entry, `hoff` clears the rest of the column, and `hinj` shows that σ is injective, hence a permutation.

```lean
/-- The bound is sharp: if `f` is the largest modulus among the coefficients of an orbital
(the sup norm), there are exactly `2 ^ n * n!` maximisers. -/
theorem encard_maximisers_norm :
    (maximisers (fun x : Fin n → ℝ => ‖x‖)).encard = ((2 ^ n * n.factorial : ℕ) : ℕ∞) := by
  have h1 : (1 : Mat(n)) ∈ orthogonalSet n := by simp [orthogonalSet]
  refine le_antisymm ?_
    (localised_orbitals_exist_not_unique _ continuous_norm fun x => norm_neg x).2
  rw [← encard_range_relabel h1]
  refine Set.encard_le_encard ?_
  rintro U ⟨hU, hmax⟩
  have hle : ∀ j, ‖fun i => U i j‖ ≤ 1 := fun j =>
    (pi_norm_le_iff_of_nonneg zero_le_one).2 fun i => entry_abs_le_one hU i j
  have hid : ∀ j, (1 : ℝ) ≤ ‖fun i => (1 : Mat(n)) i j‖ := fun j =>
    calc (1 : ℝ) = ‖(1 : Mat(n)) j j‖ := by rw [Matrix.one_apply_eq, norm_one]
      _ ≤ _ := norm_le_pi_norm (fun i => (1 : Mat(n)) i j) j
  have hn : ∑ _k : Fin n, (1 : ℝ) ≤ ∑ k, ‖fun i => U i k‖ :=
    le_trans (Finset.sum_le_sum fun k _ => hid k) (hmax 1 h1)
  -- at a maximum every column has an entry of modulus one
  have hex : ∀ j, ∃ i, 1 ≤ |U i j| := by
    intro j
    by_contra hc
    have hlt : ‖fun i => U i j‖ < 1 :=
      (pi_norm_lt_iff one_pos).2 fun i => lt_of_not_ge fun h => hc ⟨i, h⟩
    have h : ∑ k, ‖fun i => U i k‖ < ∑ _k : Fin n, (1 : ℝ) :=
      Finset.sum_lt_sum (fun k _ => hle k) ⟨j, Finset.mem_univ j, hlt⟩
    exact not_le_of_gt h hn
  choose σ hσ using hex
  have habs : ∀ j, |U (σ j) j| = 1 := fun j => le_antisymm (entry_abs_le_one hU _ _) (hσ j)
  have hone : ∀ j, U (σ j) j * U (σ j) j = 1 := fun j => by
    rw [← abs_mul_abs_self, habs j, mul_one]
  -- normalisation leaves no room for a second entry in a column
  have hoff : ∀ j i, i ≠ σ j → U i j = 0 := by
    intro j i hi
    have h : ∑ k ∈ ({i, σ j} : Finset (Fin n)), U k j * U k j ≤ ∑ k, U k j * U k j :=
      Finset.sum_le_sum_of_subset_of_nonneg (Finset.subset_univ _)
        (fun k _ _ => mul_self_nonneg (U k j))
    rw [Finset.sum_pair hi, column_inner hU j j, if_pos rfl, hone j] at h
    exact mul_self_eq_zero.1 (le_antisymm (by linarith) (mul_self_nonneg _))
  have hinj : Function.Injective σ := by
    intro j k hjk
    by_contra hne
    have h := column_inner hU j k
    rw [if_neg hne, Finset.sum_eq_single (σ j)
      (fun i _ hi => by rw [hoff j i hi, zero_mul])
      (fun h => absurd (Finset.mem_univ _) h)] at h
    have hk := hone k
    rw [← hjk] at hk
    have h01 : (1 : ℝ) = 0 := by
      linear_combination (U (σ j) j * U (σ j) k) * h
        - U (σ j) k * U (σ j) k * hone j - hk
    exact one_ne_zero h01
  have hs : ∀ j, ∃ s : ℤˣ, ((s : ℤ) : ℝ) = U (σ j) j := by
    intro j
    rcases eq_or_eq_neg_of_abs_eq (habs j) with h | h
    · exact ⟨1, by simp [h]⟩
    · exact ⟨-1, by simp [h]⟩
  choose s hs using hs
  refine ⟨(Equiv.ofBijective σ (Finite.injective_iff_bijective.1 hinj), s), ?_⟩
  ext i j
  change ((s j : ℤ) : ℝ) * (1 : Mat(n)) i (σ j) = U i j
  by_cases hi : i = σ j
  · rw [hi, Matrix.one_apply_eq, mul_one, hs]
  · rw [Matrix.one_apply_ne hi, mul_zero, hoff j i hi]

end LocalisedOrbitals
```

```lean
#print axioms LocalisedOrbitals.localised_orbitals_exist_not_unique
-- 'LocalisedOrbitals.localised_orbitals_exist_not_unique' depends on axioms: [propext, Classical.choice, Quot.sound]
#print axioms LocalisedOrbitals.encard_maximisers_norm
-- 'LocalisedOrbitals.encard_maximisers_norm' depends on axioms: [propext, Classical.choice, Quot.sound]
```

**Q:** Show me two orbitals.

**A:** With this f, rotate by θ: the columns are (cos θ, sin θ) and (−sin θ, cos θ), so

F = 2 max(|cos θ|, |sin θ|).

At 45° this is √2 ≈ 1.414, at 30° it is √3 ≈ 1.732, and at 0°, 90°, 180° and 270° it reaches 2. Reversing the sign of the second column gives the matrices of determinant −1, with four more maximisers. The total is 8 = 2² · 2!.

**Q:** So eight matrices, but one chemical picture?

**A:** In this example, yes: the same two orbitals up to order and sign. In general there may also be maximisers with genuinely different orbitals. Complex orbitals, with continuous phases in place of signs, would need a separate statement.
